# With one level filled per ligand, up to three equal s ligands coupled only to a p shell have the lowest sum of filled levels at right angles

Put two ligand s orbitals around an atom with three p orbitals, all at energy 0 and mutually orthogonal, with coupling V along each bond and no other coupling. At 90° each ligand has a p orbital to itself, and the two lowest levels sum to −2|V|. At 180° both ligands use the same p orbital: one combination bonds with strength √2|V|, the other not at all, and the sum is only −√2|V|. So sharing makes one bond stronger but loses overall. Does this survive when the ligands sit at a different energy D, and when there are three of them with three unequal angles?

## Yes: the energy above n separate bonds is a sum of squares

Let there be n ligands, and let ligand i couple to the p orbitals by V dᵢ, with V ≠ 0 and dᵢ a unit vector. One isolated bond has the lower level

m = D/2 − √(D²/4 + V²), with m² = Dm + V².

Since the root exceeds |D|/2, m < 0 and g = D − 2m > 0. The claim is that the n lowest levels sum to at least nm, with equality exactly when the directions are mutually orthogonal.

**The bound.** Let H be the Hamiltonian and P the projector on the filled eigenstates, so that P² = P = Pᵀ, PH = HP and tr(HP) is the sum of the filled levels. Define

R = gP + H − (D − m).

Using P² = P,

R² = g(PH + HP) − gDP + H² − 2(D − m)H + (D − m)².

Let N project on the ligand orbitals. R is symmetric, so tr(NR²) is the sum of the squares of all entries in the ligand rows of R. The blocks of H give NH + HN = H + DN, so the terms with P contribute

g[tr(HP) + D tr(NP)] − gD tr(NP) = g tr(HP).

With tr N = n, tr(NH) = nD and tr(NH²) = n(D² + V²), the rest is

n[D² + V² − 2(D − m)D + (D − m)²] = n(V² + m²) = n(2m² − Dm) = −gnm.

Hence

g[tr(HP) − nm] = tr(NR²) ≥ 0.

**Equality forces right angles.** At equality the ligand rows of R vanish. Because P commutes with H,

R(H − m − gP) = H² − DH + m(D − m).

For ligands i ≠ j the left entry is 0 and the right entry is V² dᵢ·dⱼ, so dᵢ·dⱼ = 0.

**Right angles give equality.** For orthonormal directions, the ligand rows of H² equal those of DH + V². An eigenvector with energy E and ligand amplitude uᵢ therefore obeys

(E − m)(E − (D − m))uᵢ = 0.

Now let P fill exactly the levels at m. R annihilates those states and multiplies every other eigenstate by E − (D − m), which leaves no ligand amplitude. The ligand rows of R vanish again, so tr(HP) = nm. As each filled level is m ≠ 0, there are n of them. If a set of n lowest levels contained one above m, it would have to contain all n levels at m as well, which is one too many. So its sum is at most nm, and the bound makes it equal.

**The statement in Lean.** In `sum_lowest_levels`, row `d i` is the direction of ligand `i`, and `hd` makes it a unit vector. `hamiltonian D V d` is the block matrix on `Fin n ⊕ Fin 3`, ligands first, and `bondLevel D V` is m. The filled levels are a set `S` of `n` eigenvalue indices (`hcard`), none above an unfilled one (`hlow`); ties may be broken either way. `D` is any real number and `n` any natural number. Four unit vectors in space cannot all be orthogonal, so for n > 3 the inequality is strict.

```lean
import Mathlib

open scoped Matrix

namespace BondAngles

noncomputable section

/-- The Hamiltonian of `n` ligand s orbitals at energy `D`, coupled by `V` times the direction
`d i` to three p orbitals at energy zero. -/
def hamiltonian {n : ℕ} (D V : ℝ) (d : Matrix (Fin n) (Fin 3) ℝ) :
    Matrix (Fin n ⊕ Fin 3) (Fin n ⊕ Fin 3) ℝ :=
  Matrix.fromBlocks (D • 1) (V • d) (V • dᵀ) 0

/-- The lower level of one s orbital coupled to one p orbital. -/
def bondLevel (D V : ℝ) : ℝ := D / 2 - √(D ^ 2 / 4 + V ^ 2)

/-- The density matrix that fills the columns `S` of `U`. -/
def density {ι : Type*} [Fintype ι] [DecidableEq ι] (U : Matrix ι ι ℝ) (S : Finset ι) :
    Matrix ι ι ℝ :=
  U * Matrix.diagonal (fun k => if k ∈ S then 1 else 0) * Uᵀ

/-- The matrix `(D - 2m) P + H - (D - m)`, with `H` the Hamiltonian. -/
def residual {n : ℕ} (D V m : ℝ) (d : Matrix (Fin n) (Fin 3) ℝ)
    (P : Matrix (Fin n ⊕ Fin 3) (Fin n ⊕ Fin 3) ℝ) : Matrix (Fin n ⊕ Fin 3) (Fin n ⊕ Fin 3) ℝ :=
  (D - 2 * m) • P + hamiltonian D V d - (D - m) • 1

/-- The Hamiltonian is Hermitian. -/
theorem hamiltonian_isHermitian {n : ℕ} (D V : ℝ) (d : Matrix (Fin n) (Fin 3) ℝ) :
    (hamiltonian D V d).IsHermitian := by
  rw [Matrix.IsHermitian, Matrix.conjTranspose_eq_transpose_of_trivial, hamiltonian,
    Matrix.fromBlocks_transpose]
  simp [Matrix.transpose_smul]

/-- The blocks of the squared Hamiltonian. Two different ligands couple through `V ^ 2` times the
dot product of their directions, which for unit directions is the cosine of the bond angle. -/
theorem hamiltonian_sq {n : ℕ} (D V : ℝ) (d : Matrix (Fin n) (Fin 3) ℝ) :
    hamiltonian D V d * hamiltonian D V d = Matrix.fromBlocks (D ^ 2 • 1 + V ^ 2 • (d * dᵀ))
      ((D * V) • d) ((D * V) • dᵀ) (V ^ 2 • (dᵀ * d)) := by
  rw [hamiltonian, Matrix.fromBlocks_multiply]
  congr 1 <;> simp only [Matrix.smul_mul, Matrix.mul_smul, Matrix.one_mul, Matrix.mul_one,
    Matrix.mul_zero, Matrix.zero_mul] <;> module

/-- A real Hermitian matrix has an orthogonal matrix of eigenvectors. -/
theorem exists_eigenvectors {ι : Type*} [Fintype ι] [DecidableEq ι] {A : Matrix ι ι ℝ}
    (hA : A.IsHermitian) :
    ∃ U : Matrix ι ι ℝ, Uᵀ * U = 1 ∧ A * U = U * Matrix.diagonal hA.eigenvalues := by
  refine ⟨Matrix.of fun i j => (hA.eigenvectorBasis j).ofLp i, ?_, ?_⟩
  · ext i j
    have h := orthonormal_iff_ite.mp hA.eigenvectorBasis.orthonormal i j
    rw [PiLp.inner_apply] at h
    simp only [RCLike.inner_apply, conj_trivial] at h
    rw [Matrix.mul_apply, Matrix.one_apply, ← h]
    exact Finset.sum_congr rfl fun k _ => mul_comm _ _
  · ext i j
    have h := congrFun (hA.mulVec_eigenvectorBasis j) i
    rw [Matrix.mul_diagonal]
    exact h.trans (mul_comm _ _)

/-- Filling orthonormal eigenstates gives a symmetric idempotent density matrix that commutes
with the Hamiltonian and whose energy is the sum of the filled levels. -/
theorem density_spec {ι : Type*} [Fintype ι] [DecidableEq ι] {A U : Matrix ι ι ℝ} {E : ι → ℝ}
    (hU : Uᵀ * U = 1) (hE : A * U = U * Matrix.diagonal E) (S : Finset ι) :
    (density U S)ᵀ = density U S ∧ density U S * density U S = density U S ∧
      A * density U S = density U S * A ∧ (A * density U S).trace = ∑ k ∈ S, E k := by
  unfold density
  generalize hc : Matrix.diagonal (fun k => if k ∈ S then (1 : ℝ) else 0) = c
  have hcc : c * c = c := by
    rw [← hc, Matrix.diagonal_mul_diagonal]
    congr 1
    ext k
    split_ifs <;> norm_num
  have hct : cᵀ = c := by rw [← hc, Matrix.diagonal_transpose]
  have hcE : Matrix.diagonal E * c = c * Matrix.diagonal E := by
    rw [← hc, Matrix.diagonal_mul_diagonal, Matrix.diagonal_mul_diagonal]
    congr 1
    ext k
    exact mul_comm _ _
  have hA : A = U * Matrix.diagonal E * Uᵀ := by
    rw [← hE, mul_assoc, mul_eq_one_comm.mp hU, mul_one]
  have hAP : A * (U * c * Uᵀ) = U * (Matrix.diagonal E * c) * Uᵀ := by
    rw [← mul_assoc, ← mul_assoc, hE, mul_assoc U]
  refine ⟨?_, ?_, ?_, ?_⟩
  · rw [Matrix.transpose_mul, Matrix.transpose_mul, Matrix.transpose_transpose, hct, mul_assoc]
  · calc U * c * Uᵀ * (U * c * Uᵀ) = U * c * (Uᵀ * U) * c * Uᵀ := by simp only [mul_assoc]
      _ = U * c * Uᵀ := by rw [hU, mul_one, mul_assoc U c c, hcc]
  · calc A * (U * c * Uᵀ) = U * (c * Matrix.diagonal E) * Uᵀ := by rw [hAP, hcE]
      _ = U * c * (Uᵀ * U) * Matrix.diagonal E * Uᵀ := by rw [hU, mul_one, mul_assoc U c]
      _ = U * c * Uᵀ * (U * Matrix.diagonal E * Uᵀ) := by simp only [mul_assoc]
      _ = U * c * Uᵀ * A := by rw [← hA]
  · rw [hAP, Matrix.trace_mul_comm, ← mul_assoc, hU, one_mul, ← hc]
    simp [Matrix.diagonal_mul_diagonal, Matrix.trace_diagonal]

/-- For unit directions, a root `m` of `m² = D m + V²` and a symmetric idempotent density matrix,
the energy above `n m`, times `D - 2m`, is the sum of squares of the ligand rows of the
residual. -/
theorem energy_identity {n : ℕ} {D V m : ℝ} {d : Matrix (Fin n) (Fin 3) ℝ}
    {P : Matrix (Fin n ⊕ Fin 3) (Fin n ⊕ Fin 3) ℝ} (hd : ∀ i, d i ⬝ᵥ d i = 1)
    (hm : m ^ 2 = D * m + V ^ 2) (hs : Pᵀ = P) (hP : P * P = P) :
    (D - 2 * m) * ((hamiltonian D V d * P).trace - n * m) =
      ∑ i, ∑ y, residual D V m d P (.inl i) y ^ 2 := by
  have hH : (hamiltonian D V d)ᵀ = hamiltonian D V d := by
    rw [← Matrix.conjTranspose_eq_transpose_of_trivial]
    exact hamiltonian_isHermitian D V d
  have hr : (residual D V m d P)ᵀ = residual D V m d P := by
    rw [residual, Matrix.transpose_sub, Matrix.transpose_add, Matrix.transpose_smul,
      Matrix.transpose_smul, Matrix.transpose_one, hs, hH]
  -- N projects on the ligand orbitals
  obtain ⟨N, hN⟩ : ∃ N : Matrix (Fin n ⊕ Fin 3) (Fin n ⊕ Fin 3) ℝ,
      N = Matrix.fromBlocks 1 0 0 0 := ⟨_, rfl⟩
  have tr : ∀ X, (N * X).trace = ∑ i, X (.inl i) (.inl i) := by
    intro X
    simp [hN, Matrix.trace, Matrix.mul_apply, Matrix.one_apply]
  have hsum : ∑ i, ∑ y, residual D V m d P (.inl i) y ^ 2 =
      (N * (residual D V m d P * residual D V m d P)).trace := by
    rw [tr]
    refine Finset.sum_congr rfl fun i _ => ?_
    rw [Matrix.mul_apply]
    refine Finset.sum_congr rfl fun y _ => ?_
    have h : residual D V m d P y (.inl i) = residual D V m d P (.inl i) y :=
      congrFun (congrFun hr (.inl i)) y
    rw [h, sq]
  have t0 : N.trace = n := by
    have h := tr 1
    rw [mul_one] at h
    simp [h]
  have t1 : (N * hamiltonian D V d).trace = n * D := by
    rw [tr]
    simp [hamiltonian]
  have t2 : (N * (hamiltonian D V d * hamiltonian D V d)).trace = n * (D ^ 2 + V ^ 2) := by
    have h : ∀ i, (d * dᵀ) i i = 1 := hd
    rw [tr, hamiltonian_sq]
    simp [h]
    ring
  have hNH : N * hamiltonian D V d + hamiltonian D V d * N = hamiltonian D V d + D • N := by
    rw [hN, hamiltonian, Matrix.fromBlocks_multiply, Matrix.fromBlocks_multiply,
      Matrix.fromBlocks_smul, Matrix.fromBlocks_add, Matrix.fromBlocks_add]
    simp
  have t3 := congrArg (fun X => (X * P).trace) hNH
  simp only [add_mul, smul_mul_assoc, Matrix.trace_add, Matrix.trace_smul, smul_eq_mul] at t3
  have t4 : (N * (P * hamiltonian D V d)).trace = (hamiltonian D V d * N * P).trace := by
    rw [← mul_assoc, Matrix.trace_mul_comm (N * P), ← mul_assoc]
  have t5 : (N * (hamiltonian D V d * P)).trace = (N * hamiltonian D V d * P).trace := by
    rw [← mul_assoc]
  rw [hsum, residual]
  simp only [add_mul, sub_mul, mul_add, mul_sub, smul_mul_assoc, mul_smul_comm, one_mul, mul_one,
    hP, Matrix.trace_add, Matrix.trace_sub, Matrix.trace_smul, smul_eq_mul, t0, t1, t2, t4, t5]
  linear_combination (-(D - 2 * m)) * t3 + (n : ℝ) * hm

/-- For orthonormal directions and a root `m ≠ 0` of `m² = D m + V²` other than `D/2`, exactly
`n` levels lie at `m`. -/
theorem card_bonding {n : ℕ} {D V m : ℝ} {d : Matrix (Fin n) (Fin 3) ℝ}
    {U : Matrix (Fin n ⊕ Fin 3) (Fin n ⊕ Fin 3) ℝ} {E : Fin n ⊕ Fin 3 → ℝ}
    (hU : Uᵀ * U = 1) (hE : hamiltonian D V d * U = U * Matrix.diagonal E) (hd : d * dᵀ = 1)
    (hm : m ^ 2 = D * m + V ^ 2) (h0 : m ≠ 0) (hgap : D - 2 * m ≠ 0) :
    (Finset.univ.filter fun k => E k = m).card = n := by
  obtain ⟨T, hT⟩ : ∃ T, T = Finset.univ.filter fun k => E k = m := ⟨_, rfl⟩
  obtain ⟨hs, hP, -, htr⟩ := density_spec hU hE T
  -- a state with ligand amplitude obeys the secular equation of a single bond
  have hk : ∀ i k, (E k - m) * ((E k - (D - m)) * U (.inl i) k) = 0 := by
    intro i k
    have hz : ∀ y, (hamiltonian D V d * hamiltonian D V d) (.inl i) y =
        (D • hamiltonian D V d + V ^ 2 • 1) (.inl i) y := by
      rw [hamiltonian_sq, hd]
      rintro (j | a)
      · by_cases h : i = j <;> simp [hamiltonian, h]
        ring
      · simp [hamiltonian, mul_assoc]
    have h : (hamiltonian D V d * hamiltonian D V d * U) (.inl i) k =
        ((D • hamiltonian D V d + V ^ 2 • 1) * U) (.inl i) k := by
      rw [Matrix.mul_apply, Matrix.mul_apply]
      exact Finset.sum_congr rfl fun y _ => by rw [hz y]
    rw [mul_assoc, hE, ← mul_assoc, hE, add_mul, smul_mul_assoc, smul_mul_assoc, one_mul,
      hE] at h
    simp only [Matrix.add_apply, Matrix.smul_apply, Matrix.mul_diagonal, smul_eq_mul] at h
    linear_combination h - U (.inl i) k * hm
  have hPU : density U T * U = U * Matrix.diagonal fun k => if k ∈ T then 1 else 0 := by
    rw [density, mul_assoc, hU, mul_one]
  have hR : ∀ i y, residual D V m d (density U T) (.inl i) y = 0 := by
    intro i y
    have h : residual D V m d (density U T) = residual D V m d (density U T) * U * Uᵀ := by
      rw [mul_assoc, mul_eq_one_comm.mp hU, mul_one]
    rw [h, Matrix.mul_apply]
    refine Finset.sum_eq_zero fun k _ => ?_
    rw [residual, sub_mul, add_mul, smul_mul_assoc, smul_mul_assoc, one_mul, hPU, hE]
    simp only [Matrix.sub_apply, Matrix.add_apply, Matrix.smul_apply, Matrix.mul_diagonal,
      smul_eq_mul]
    by_cases hkm : E k = m
    · rw [if_pos (by simp [hT, hkm]), hkm]
      ring
    · have h' := (mul_eq_zero.mp (hk i k)).resolve_left (sub_ne_zero.mpr hkm)
      rw [if_neg (by simp [hT, hkm])]
      linear_combination Uᵀ k y * h'
  have hu : ∀ i, d i ⬝ᵥ d i = 1 := fun i => by
    have h := congrFun (congrFun hd i) i
    rw [Matrix.one_apply_eq] at h
    exact h
  have hid := energy_identity hu hm hs hP
  simp only [hR, ne_eq, OfNat.ofNat_ne_zero, not_false_eq_true, zero_pow,
    Finset.sum_const_zero] at hid
  have h := (mul_eq_zero.mp hid).resolve_left hgap
  have he : ∀ k ∈ T, E k = m := by
    intro k hk
    rw [hT] at hk
    exact (Finset.mem_filter.mp hk).2
  have hc : ∑ k ∈ T, E k = T.card * m := by
    rw [Finset.sum_congr rfl he, Finset.sum_const, nsmul_eq_mul]
  rw [htr, hc] at h
  have h' : (T.card : ℝ) = n := mul_right_cancel₀ h0 (sub_eq_zero.mp h)
  rw [← hT]
  exact_mod_cast h'

/-- For nonzero coupling along unit directions, the `n` lowest levels sum to at least `n` times
`D/2 - √(D²/4 + V²)`, with equality exactly when the directions are mutually orthogonal. -/
theorem sum_lowest_levels {n : ℕ} (D : ℝ) {V : ℝ} (hV : V ≠ 0)
    {d : Matrix (Fin n) (Fin 3) ℝ} (hd : ∀ i, d i ⬝ᵥ d i = 1) (S : Finset (Fin n ⊕ Fin 3))
    (hcard : S.card = n)
    (hlow : ∀ j ∈ S, ∀ k ∉ S, (hamiltonian_isHermitian D V d).eigenvalues j ≤
      (hamiltonian_isHermitian D V d).eigenvalues k) :
    n * bondLevel D V ≤ ∑ k ∈ S, (hamiltonian_isHermitian D V d).eigenvalues k ∧
      (∑ k ∈ S, (hamiltonian_isHermitian D V d).eigenvalues k = n * bondLevel D V ↔
        ∀ i j, i ≠ j → d i ⬝ᵥ d j = 0) := by
  obtain ⟨m, hmd⟩ : ∃ m, m = bondLevel D V := ⟨_, rfl⟩
  obtain ⟨hm, hneg, hgap⟩ : m ^ 2 = D * m + V ^ 2 ∧ m < 0 ∧ 0 < D - 2 * m := by
    have hV2 : 0 < V ^ 2 := by positivity
    have hs := Real.sq_sqrt (show 0 ≤ D ^ 2 / 4 + V ^ 2 by positivity)
    have hp : 0 < √(D ^ 2 / 4 + V ^ 2) := Real.sqrt_pos.mpr (by positivity)
    have hl : D / 2 < √(D ^ 2 / 4 + V ^ 2) := Real.lt_sqrt_of_sq_lt (by linarith)
    rw [hmd, bondLevel]
    exact ⟨by linear_combination hs, by linarith, by linarith⟩
  rw [← hmd]
  obtain ⟨U, hU, hE⟩ := exists_eigenvectors (hamiltonian_isHermitian D V d)
  obtain ⟨hs, hP, hc, htr⟩ := density_spec hU hE S
  have hid := energy_identity hd hm hs hP
  rw [htr] at hid
  have hle : n * m ≤ ∑ k ∈ S, (hamiltonian_isHermitian D V d).eigenvalues k := by
    have h : 0 ≤ ∑ i, ∑ y, residual D V m d (density U S) (.inl i) y ^ 2 := by positivity
    rw [← hid] at h
    exact sub_nonneg.mp ((mul_nonneg_iff_of_pos_left hgap).mp h)
  refine ⟨hle, fun h i j hij => ?_, fun ho => le_antisymm ?_ hle⟩
  · -- at equality the ligand rows of the residual vanish
    rw [h, sub_self, mul_zero, eq_comm, Finset.sum_eq_zero_iff_of_nonneg
      (fun _ _ => Finset.sum_nonneg fun _ _ => sq_nonneg _)] at hid
    have hi := hid i (Finset.mem_univ i)
    rw [Finset.sum_eq_zero_iff_of_nonneg (fun _ _ => sq_nonneg _)] at hi
    have hprod : residual D V m d (density U S) *
        (hamiltonian D V d - m • 1 - (D - 2 * m) • density U S) =
        hamiltonian D V d * hamiltonian D V d - D • hamiltonian D V d + (m * (D - m)) • 1 := by
      rw [residual]
      simp only [add_mul, sub_mul, mul_sub, smul_mul_assoc, mul_smul_comm, one_mul, mul_one,
        hP, hc]
      module
    have h1 := congrFun (congrFun hprod (.inl i)) (.inl j)
    have h2 : (residual D V m d (density U S) *
        (hamiltonian D V d - m • 1 - (D - 2 * m) • density U S)) (.inl i) (.inl j) = 0 := by
      rw [Matrix.mul_apply]
      refine Finset.sum_eq_zero fun y _ => ?_
      rw [(pow_eq_zero_iff two_ne_zero).mp (hi y (Finset.mem_univ y)), zero_mul]
    rw [h2, hamiltonian_sq] at h1
    simp only [hamiltonian, Matrix.add_apply, Matrix.sub_apply, Matrix.smul_apply,
      Matrix.fromBlocks_apply₁₁, Matrix.one_apply_ne hij,
      Matrix.one_apply_ne (Sum.inl_injective.ne hij), smul_eq_mul, mul_zero, sub_zero, add_zero,
      zero_add] at h1
    exact (mul_eq_zero.mp h1.symm).resolve_left (pow_ne_zero 2 hV)
  · have hdd : d * dᵀ = 1 := by
      ext i j
      by_cases h : i = j
      · subst h
        rw [Matrix.one_apply_eq]
        exact hd i
      · rw [Matrix.one_apply_ne h]
        exact ho i j h
    have hT := card_bonding hU hE hdd hm hneg.ne hgap.ne'
    -- no filled level lies above m, since all n levels at m would then be filled as well
    have hall : ∀ j ∈ S, (hamiltonian_isHermitian D V d).eigenvalues j ≤ m := by
      intro j hj
      by_contra hjm
      have hTS : (Finset.univ.filter fun k =>
          (hamiltonian_isHermitian D V d).eigenvalues k = m) ⊆ S := by
        intro k hk
        by_contra hkS
        exact hjm ((hlow j hj k hkS).trans (Finset.mem_filter.mp hk).2.le)
      rw [← Finset.eq_of_subset_of_card_le hTS (hcard.trans hT.symm).le] at hj
      exact hjm (Finset.mem_filter.mp hj).2.le
    have h := Finset.sum_le_card_nsmul S _ m hall
    rwa [hcard, nsmul_eq_mul] at h

end

end BondAngles
```

```lean
#print axioms BondAngles.sum_lowest_levels
```

```
'BondAngles.sum_lowest_levels' depends on axioms: [propext, Classical.choice, Quot.sound]
```

**The proof in Lean.** `exists_eigenvectors` supplies the orthogonal matrix `U`, and `density_spec` gives the properties of P used above. `energy_identity` is the sum of squares: `t0` to `t5` are the traces and the block relation, and `linear_combination` inserts m² = Dm + V². `card_bonding` counts the levels at m, with `hk` as the secular equation and `hR` as the vanishing rows. In the main theorem, `hprod` is the product R(H − m − gP), whose off-diagonal ligand entry is read off through `hamiltonian_sq`, and `hall` is the counting argument for the converse.

For bond angles, this shows that s-p coupling alone favours 90° in a non-interacting model with two or three equal ligands, an orthogonal basis and one filled level per ligand (spin only doubles the energy). The model leaves out the central atom's s orbital and all ligand-ligand coupling and repulsion, any of which can move the preferred angle in a real molecule.
